# In odd dimension, a pure state with nonnegative discrete Wigner function has position amplitudes of constant modulus on its support

Take a particle on three sites arranged in a ring, with amplitudes $\psi(0),\psi(1),\psi(2)$ and positions counted modulo 3. With $\omega=e^{2\pi i/3}$, its discrete Wigner function at position $q$ and momentum $p$ is
$$W(q,p)=\tfrac13\sum_{y}\overline{\psi(q-y)}\,\psi(q+y)\,\omega^{-2py}.$$
Summing over $p$, without and with a phase, gives
$$\sum_p W(q,p)=|\psi(q)|^2,\qquad \sum_p W(q,p)\,\omega^{2p}=\overline{\psi(q-1)}\,\psi(q+1).$$
If $W\ge 0$, the phases can only reduce the second sum relative to the first, so $|\psi(q-1)||\psi(q+1)|\le|\psi(q)|^2$. Multiplying by $|\psi(q)|$ gives $|\psi(0)\psi(1)\psi(2)|\le|\psi(q)|^3$ for every $q$. If no amplitude vanishes, taking $q$ where the modulus is smallest forces all three moduli to be equal. If one amplitude vanishes, the inequality at that site makes another vanish too. A nonzero state therefore occupies one site, or all three with equal weight.

## The midpoint inequality for odd $d$

Let $d$ be odd, let $\psi:\mathbb Z/d\to\mathbb C$, and write $\chi(t)=e^{2\pi i t/d}$. Define
$$W(q,p)=\frac1d\sum_y\overline{\psi(q-y)}\,\psi(q+y)\,\chi(-2py).$$
Multiply by $\chi(2px)$ and sum over $p$. The momentum sum is $\sum_p\chi(2p(x-y))$, which equals $d$ if $2(x-y)=0$ and zero otherwise. As 2 is invertible modulo odd $d$, only $y=x$ survives:
$$\sum_pW(q,p)\chi(2px)=\overline{\psi(q-x)}\,\psi(q+x).$$
At $x=0$ this is the position density. If $W\ge0$ everywhere, then
$$|\psi(q+x)||\psi(q-x)|\le\sum_p|W(q,p)|=\sum_pW(q,p)=|\psi(q)|^2.$$

## From midpoints to a flat modulus

Let $S$ be the support of $\psi$. If $a,b\in S$ and $2m=a+b$, the inequality at $m$ gives $0<|\psi(a)||\psi(b)|\le|\psi(m)|^2$, so $m\in S$.

Fix $q\in S$. The map $r\mapsto(r+q)/2$ sends $S$ into itself and is injective. Since $S$ is finite, the map is onto. Every $s\in S$ is thus $(t+q)/2$ for some $t\in S$, and the reflected point $2s-q=t$ lies in $S$.

Now choose $m\in S$ with $|\psi(m)|$ smallest on $S$. For $s\in S$, the point $2m-s$ is also in $S$, and
$$|\psi(s)|\,|\psi(m)|\le|\psi(s)|\,|\psi(2m-s)|\le|\psi(m)|^2.$$
Hence $|\psi(s)|\le|\psi(m)|$, and minimality gives equality. For a normalised state with $n$ occupied sites, the common modulus is $1/\sqrt n$.

The function $W$ is real, since complex conjugation amounts to the substitution $y\to-y$. For a single finite system of odd dimension, any pure state whose position amplitudes have two different nonzero moduli must therefore have a negative value somewhere in this Wigner function, which then cannot serve directly as a probability distribution for phase-space sampling.

The first half of the argument also applies to a density matrix $\rho$: replacing $\psi(q+y)\overline{\psi(q-y)}$ by $\rho(q+y,q-y)$ gives $|\rho(q+x,q-x)|\le\rho(q,q)$ when the Wigner function is nonnegative. The flatness does not carry over, since a diagonal $\rho$ with arbitrary populations has $W(q,p)=\rho(q,q)/d\ge0$.

## States and phase space in Lean

```lean
import Mathlib

open scoped ComplexConjugate ComplexOrder

namespace PositiveWignerMidpoint

noncomputable section

variable {d : ℕ} [NeZero d]
```

Positions and momenta both live in `ZMod d`, the integers modulo $d$, and `NeZero d` excludes $d=0$. Oddness enters later as the hypothesis `hd`. The case $d=1$ is allowed; there the inequality is an equality.

```lean
/-- The discrete Wigner function of a state `ψ` on the periodic lattice `ZMod d`, at position `q`
and momentum `p`, in the form appropriate to odd `d`. -/
def wigner (ψ : ZMod d → ℂ) (q p : ZMod d) : ℂ :=
  (1 / (d : ℂ)) * ∑ y : ZMod d,
    conj (ψ (q - y)) * ψ (q + y) * ZMod.stdAddChar (N := d) (-(2 * p * y))
```

Here `ZMod.stdAddChar` is $\chi$, and `conj` acts on the amplitude at $q-y$. A state is any complex function on the lattice; normalisation is not required, and both sides of the inequality scale alike.

```lean
/-- The Wigner function of `ψ` is real and nonnegative at every phase-space point. -/
def WignerNonneg (ψ : ZMod d → ℂ) : Prop :=
  ∀ q p : ZMod d, 0 ≤ wigner ψ q p
```

In the complex order, `0 ≤ wigner ψ q p` says that the value has zero imaginary part and nonnegative real part.

```lean
/-- The state with quadratic phase `a q² + b q`, in units of `2π/d`, and unit modulus. -/
def chirp (a b : ZMod d) (q : ZMod d) : ℂ :=
  ZMod.stdAddChar (N := d) (a * q ^ 2 + b * q)
```

These quadratic-phase states supply examples. They have unit modulus at each site; normalising them means dividing by $\sqrt d$.

## Halving and Fourier inversion

```lean
omit [NeZero d] in
/-- On a lattice with an odd number of sites, two has an inverse. -/
theorem exists_half (hd : Odd d) : ∃ h : ZMod d, 2 * h = 1 := by
  obtain ⟨k, hk⟩ := hd
  have h0 : ((2 * k + 1 : ℕ) : ZMod d) = 0 := by
    rw [← hk]
    exact ZMod.natCast_self d
  push_cast at h0
  exact ⟨-(k : ZMod d), by linear_combination -h0⟩
```

Writing $d=2k+1$ gives $2k+1=0$ modulo $d$, so $-k$ is the inverse of 2.

```lean
/-- Orthogonality of plane waves at doubled frequency, for odd `d`. -/
theorem sum_phase (hd : Odd d) (a : ZMod d) :
    ∑ p : ZMod d, ZMod.stdAddChar (N := d) (p * (2 * a)) = if a = 0 then (d : ℂ) else 0 := by
  rw [AddChar.sum_mulShift _ (ZMod.isPrimitive_stdAddChar d)]
  by_cases h : a = 0
  · simp [h, ZMod.card]
  · have h2 : 2 * a ≠ 0 := by
      intro h2
      obtain ⟨k, hk⟩ := exists_half hd
      exact h (by linear_combination k * h2 - a * hk)
    simp [h, h2]
```

Mathlib's orthogonality relation for a primitive character gives the sum in terms of whether $2a=0$. The inverse of 2 turns that condition into $a=0$.

```lean
/-- For odd `d`, Fourier inversion in momentum recovers the product of the amplitude at `q + x` and
the complex conjugate of the amplitude at `q - x`. -/
theorem wigner_inversion (hd : Odd d) (ψ : ZMod d → ℂ) (q x : ZMod d) :
    ∑ p : ZMod d, wigner ψ q p * ZMod.stdAddChar (N := d) (2 * p * x)
      = conj (ψ (q - x)) * ψ (q + x) := by
  have hd0 : (d : ℂ) ≠ 0 := Nat.cast_ne_zero.mpr (NeZero.ne d)
  calc ∑ p : ZMod d, wigner ψ q p * ZMod.stdAddChar (N := d) (2 * p * x)
      = ∑ p : ZMod d, ∑ y : ZMod d, (1 / (d : ℂ)) * (conj (ψ (q - y)) * ψ (q + y))
          * ZMod.stdAddChar (N := d) (p * (2 * (x - y))) := by
        refine Finset.sum_congr rfl fun p _ => ?_
        rw [wigner, Finset.mul_sum, Finset.sum_mul]
        refine Finset.sum_congr rfl fun y _ => ?_
        have e : p * (2 * (x - y)) = -(2 * p * y) + 2 * p * x := by ring
        rw [e, AddChar.map_add_eq_mul]
        ring
    _ = ∑ y : ZMod d, (1 / (d : ℂ)) * (conj (ψ (q - y)) * ψ (q + y))
          * ∑ p : ZMod d, ZMod.stdAddChar (N := d) (p * (2 * (x - y))) := by
        rw [Finset.sum_comm]
        simp only [Finset.mul_sum]
    _ = ∑ y : ZMod d, if x = y then conj (ψ (q - y)) * ψ (q + y) else 0 := by
        refine Finset.sum_congr rfl fun y _ => ?_
        rw [sum_phase hd]
        by_cases h : x = y
        · rw [if_pos (sub_eq_zero.mpr h), if_pos h]
          field_simp
        · rw [if_neg (fun h' => h (sub_eq_zero.mp h')), if_neg h, mul_zero]
    _ = conj (ψ (q - x)) * ψ (q + x) := by
        rw [Finset.sum_ite_eq, if_pos (Finset.mem_univ x)]
```

The `calc` chain follows the inversion by hand: combine the phases, exchange the sums over $p$ and $y$, apply `sum_phase`, and keep the term $y=x$.

## The inequality and its consequences

```lean
/-- Midpoint inequality: for odd `d` and a nonnegative Wigner function, the product of the moduli at
two points symmetric about `q` is at most the squared modulus at `q`. -/
theorem midpoint_inequality (hd : Odd d) {ψ : ZMod d → ℂ} (hW : WignerNonneg ψ)
    (q x : ZMod d) : ‖ψ (q + x)‖ * ‖ψ (q - x)‖ ≤ ‖ψ q‖ ^ 2 := by
  -- positivity: the Wigner function equals its own modulus
  have habs : ∀ p, ((‖wigner ψ q p‖ : ℝ) : ℂ) = wigner ψ q p := by
    intro p
    obtain ⟨hr, hi⟩ := Complex.nonneg_iff.mp (hW q p)
    have e : wigner ψ q p = ((wigner ψ q p).re : ℂ) :=
      Complex.ext (by simp) (by simp [← hi])
    rw [e, Complex.norm_real, Real.norm_of_nonneg hr]
  -- the total weight over momenta is the position density
  have hsum : ∑ p, ‖wigner ψ q p‖ = ‖ψ q‖ ^ 2 := by
    have h0 := wigner_inversion hd ψ q 0
    simp only [mul_zero, AddChar.map_zero_eq_one, mul_one, sub_zero, add_zero] at h0
    rw [Complex.conj_mul'] at h0
    have h1 : ((∑ p, ‖wigner ψ q p‖ : ℝ) : ℂ) = ((‖ψ q‖ ^ 2 : ℝ) : ℂ) := by
      rw [Complex.ofReal_sum, Complex.ofReal_pow, ← h0]
      exact Finset.sum_congr rfl fun p _ => habs p
    exact Complex.ofReal_injective h1
  calc ‖ψ (q + x)‖ * ‖ψ (q - x)‖ = ‖conj (ψ (q - x)) * ψ (q + x)‖ := by
        rw [norm_mul, RCLike.norm_conj, mul_comm]
    _ = ‖∑ p : ZMod d, wigner ψ q p * ZMod.stdAddChar (N := d) (2 * p * x)‖ := by
        rw [wigner_inversion hd]
    _ ≤ ∑ p : ZMod d, ‖wigner ψ q p * ZMod.stdAddChar (N := d) (2 * p * x)‖ :=
        norm_sum_le _ _
    _ = ‖ψ q‖ ^ 2 := by
        rw [← hsum]
        refine Finset.sum_congr rfl fun p _ => ?_
        rw [norm_mul, AddChar.norm_apply, mul_one]
```

`habs` expresses positivity as $|W|=W$, and `hsum` is inversion at $x=0$. The final chain is the triangle inequality, with every character value having modulus one.

```lean
/-- For odd `d` and a nonnegative Wigner function, the midpoint `m` of two points of the support
lies in the support. -/
theorem support_midpoint (hd : Odd d) {ψ : ZMod d → ℂ} (hW : WignerNonneg ψ)
    {a b m : ZMod d} (hm : 2 * m = a + b) (ha : ψ a ≠ 0) (hb : ψ b ≠ 0) : ψ m ≠ 0 := by
  intro h0
  have h := midpoint_inequality hd hW m (a - m)
  have e1 : m + (a - m) = a := by ring
  have e2 : m - (a - m) = b := by linear_combination hm
  rw [e1, e2, h0, norm_zero] at h
  have hpos := mul_pos (norm_pos_iff.mpr ha) (norm_pos_iff.mpr hb)
  norm_num at h
  linarith
```

The midpoint is specified by `2 * m = a + b`, which avoids division. Applying the inequality with displacement $a-m$ places its two outer points at $a$ and $b$.

```lean
/-- For odd `d` and a nonnegative Wigner function, the support is closed under reflection of one of
its points `q` about another of its points `s`. -/
theorem support_reflection (hd : Odd d) {ψ : ZMod d → ℂ} (hW : WignerNonneg ψ)
    {q s : ZMod d} (hq : ψ q ≠ 0) (hs : ψ s ≠ 0) : ψ (2 * s - q) ≠ 0 := by
  classical
  obtain ⟨k, hk⟩ := exists_half hd
  let S : Finset (ZMod d) := Finset.univ.filter fun r => ψ r ≠ 0
  let f : ZMod d → ZMod d := fun r => k * (r + q)
  have hf : Function.Injective f := by
    intro r t hrt
    have h : k * (r + q) = k * (t + q) := hrt
    linear_combination 2 * h - (r - t) * hk
  have hsub : S.image f ⊆ S := by
    intro r hr
    obtain ⟨t, ht, rfl⟩ := Finset.mem_image.mp hr
    refine Finset.mem_filter.mpr ⟨Finset.mem_univ _, ?_⟩
    refine support_midpoint hd hW (a := t) (b := q) ?_ (Finset.mem_filter.mp ht).2 hq
    change 2 * (k * (t + q)) = t + q
    linear_combination (t + q) * hk
  -- an injective map of the finite support into itself is onto
  have himg : S.image f = S :=
    Finset.eq_of_subset_of_card_le hsub (Finset.card_image_of_injective S hf).ge
  have hsS : s ∈ S.image f := by
    rw [himg]
    exact Finset.mem_filter.mpr ⟨Finset.mem_univ _, hs⟩
  obtain ⟨t, ht, hts⟩ := Finset.mem_image.mp hsS
  have hts' : k * (t + q) = s := hts
  have e : 2 * s - q = t := by linear_combination (t + q) * hk - 2 * hts'
  rw [e]
  exact (Finset.mem_filter.mp ht).2
```

The function `f` is the halving map, with `k` the inverse of 2. `hsub` says that it keeps the support inside itself; comparing cardinalities then makes the image the whole support, which yields the preimage $t=2s-q$.

```lean
/-- For odd `d`, a state with nonnegative Wigner function has the same modulus at all points of its
support. -/
theorem modulus_constant_on_support (hd : Odd d) {ψ : ZMod d → ℂ} (hW : WignerNonneg ψ)
    {a b : ZMod d} (ha : ψ a ≠ 0) (hb : ψ b ≠ 0) : ‖ψ a‖ = ‖ψ b‖ := by
  classical
  let S : Finset (ZMod d) := Finset.univ.filter fun r => ψ r ≠ 0
  have mem : ∀ {r}, ψ r ≠ 0 → r ∈ S := fun h => Finset.mem_filter.mpr ⟨Finset.mem_univ _, h⟩
  -- compare every point with a point of smallest nonzero modulus
  obtain ⟨m, hm, hmin⟩ := Finset.exists_min_image S (fun r => ‖ψ r‖) ⟨a, mem ha⟩
  have hm0 : ψ m ≠ 0 := (Finset.mem_filter.mp hm).2
  have key : ∀ s, ψ s ≠ 0 → ‖ψ s‖ = ‖ψ m‖ := by
    intro s hs
    have h1 : ‖ψ m‖ ≤ ‖ψ s‖ := hmin s (mem hs)
    have h2 : ‖ψ m‖ ≤ ‖ψ (2 * m - s)‖ := hmin _ (mem (support_reflection hd hW hs hm0))
    have h3 := midpoint_inequality hd hW m (s - m)
    have e1 : m + (s - m) = s := by ring
    have e2 : m - (s - m) = 2 * m - s := by ring
    rw [e1, e2] at h3
    have hpos : 0 < ‖ψ m‖ := norm_pos_iff.mpr hm0
    refine le_antisymm ?_ h1
    by_contra hlt
    have hlt' := not_le.mp hlt
    nlinarith [mul_nonneg (norm_nonneg (ψ s)) (sub_nonneg.mpr h2),
      mul_pos hpos (sub_pos.mpr hlt')]
  rw [key a ha, key b hb]
```

`h1` and `h2` state minimality at $s$ and at its reflection, and `h3` is the midpoint inequality between them. `nlinarith` refutes the assumption $|\psi(s)|>|\psi(m)|$ by the product estimate above.

```lean
/-- For odd `d`, a state without zeros whose Wigner function is nonnegative has constant, positive
modulus. -/
theorem modulus_constant (hd : Odd d) {ψ : ZMod d → ℂ} (hW : WignerNonneg ψ)
    (h0 : ∀ q, ψ q ≠ 0) : ∃ c : ℝ, 0 < c ∧ ∀ q, ‖ψ q‖ = c :=
  ⟨‖ψ 0‖, norm_pos_iff.mpr (h0 0), fun q => modulus_constant_on_support hd hW (h0 q) (h0 0)⟩
```

Without zeros the support is the whole lattice, so the modulus is one positive constant. Nonnegativity restricts the phases as well, but this argument does not reach them: it gives the modulus part of what the discrete Hudson theorem says about pure states, whose quadratic phases are not derived here.

## Quadratic phases as examples

For $\psi(q)=\chi(aq^2+bq)$, the product in the Wigner sum has phase $4aqy+2by$. Including the factor $\chi(-2py)$ gives
$$W(q,p)=\frac1d\sum_y\chi\bigl(2y(2aq+b-p)\bigr),$$
which is 1 on the line $p=2aq+b$ and 0 elsewhere. For the normalised state the value on the line is $1/d$.

```lean
/-- For odd `d`, the Wigner function of a quadratic-phase state is one on the phase-space line `p =
2 a q + b` and zero elsewhere; in particular it is nonnegative. -/
theorem chirp_witness (hd : Odd d) (a b : ZMod d) :
    (∀ q p, wigner (chirp a b) q p = if 2 * a * q + b - p = 0 then 1 else 0) ∧
      WignerNonneg (chirp a b) := by
  have hd0 : (d : ℂ) ≠ 0 := Nat.cast_ne_zero.mpr (NeZero.ne d)
  have h : ∀ q p, wigner (chirp a b) q p = if 2 * a * q + b - p = 0 then 1 else 0 := by
    intro q p
    have hs : wigner (chirp a b) q p = (1 / (d : ℂ)) *
        ∑ y : ZMod d, ZMod.stdAddChar (N := d) (y * (2 * (2 * a * q + b - p))) := by
      rw [wigner]
      congr 1
      refine Finset.sum_congr rfl fun y _ => ?_
      rw [chirp, chirp, ← AddChar.map_neg_eq_conj, ← AddChar.map_add_eq_mul,
        ← AddChar.map_add_eq_mul]
      congr 1
      ring
    rw [hs, sum_phase hd]
    split_ifs
    · field_simp
    · rw [mul_zero]
  refine ⟨h, fun q p => ?_⟩
  rw [h]
  split_ifs
  · exact zero_le_one
  · exact le_rfl

end

end PositiveWignerMidpoint
```

The proof collects the phases with the character's addition rule and evaluates the sum by `sum_phase`. The hypothesis `WignerNonneg` is thus satisfied by zero-free states in every odd dimension.

```lean
#print axioms PositiveWignerMidpoint.modulus_constant_on_support
#print axioms PositiveWignerMidpoint.modulus_constant
```

```
'PositiveWignerMidpoint.modulus_constant_on_support' depends on axioms: [propext, Classical.choice, Quot.sound]
'PositiveWignerMidpoint.modulus_constant' depends on axioms: [propext, Classical.choice, Quot.sound]
```
